# In an ideal two-dimensional Fermi or Bose gas, the number of particles above energy e vanishes as e → ∞

The function `tail s T μ e` is `T / s * log (1 + s * exp ((μ - e) / T))`, and the lemma says that it tends to 0 as `e` grows without bound, for any real `s` and `μ` and any `T > 0`. With `s = 1` for fermions and `s = -1` for bosons, and `e > μ` in the Bose case, this is the number of non-interacting particles above the energy `e` when the density of states is constant and equal to 1 and Boltzmann's constant is 1. The lemma concerns only the closed formula; that it equals an integral over occupation numbers is not part of the statement. The attempt shows that the exponential tends to 0, carries this limit through the logarithm and the prefactor to get `h2`, and then tries to match `h2` with the goal by unfolding `tail`.

As first written in Lean, the proof fails:

```lean
import Mathlib

open Real Set Filter MeasureTheory Topology

namespace FermiBoseTwoDim

noncomputable section

/-- Closed expression for the number of particles above the energy `e`. -/
def tail (s T μ e : ℝ) : ℝ := T / s * log (1 + s * exp ((μ - e) / T))

lemma tendsto_tail (s μ : ℝ) {T : ℝ} (hT : 0 < T) :
    Tendsto (tail s T μ) atTop (𝓝 0) := by
  have h0 : Tendsto (fun e : ℝ => μ - e) atTop atBot := by
    simpa [sub_eq_add_neg] using tendsto_atBot_add_const_left atTop μ tendsto_neg_atTop_atBot
  have h1 : Tendsto (fun e : ℝ => exp ((μ - e) / T)) atTop (𝓝 0) :=
    tendsto_exp_atBot.comp (h0.atBot_div_const hT)
  have h2 := (((h1.const_mul s).const_add 1).log (by simp)).const_mul (T / s)
  simpa [tail] using h2

end

end FermiBoseTwoDim
```

Compiling this gives:

```
Main.lean:19:2: error: Type mismatch: After simplification, term
  h2
 has type
  @Tendsto ℝ ℝ (fun x => T / s * log (1 + s * rexp ((μ - x) / T))) atTop (𝓝 0)
but is expected to have type
  @Tendsto ℝ ℝ (tail s T μ) atTop (𝓝 0)
```

Diagnosis. The message shows that `h2` has been simplified to the right limit, 0, but that the goal still contains `tail s T μ`. The definition of `tail` takes four arguments before its `:=`, so `simp [tail]` rewrites it only where all four are present. In the goal the energy is missing, because the function itself is what `Tendsto` takes, and so nothing is unfolded. The final comparison made by `simpa` does not unfold an ordinary definition such as `tail` either, hence the type mismatch.

The repair separates the two tasks. `h3` states the limit for the written-out function, so `simpa using h2` only has to simplify the limit value `T / s * log (1 + s * 0)` to 0. Then `exact h3` compares `h3` with the goal by definitional equality, and this check may unfold `tail s T μ` to the function of `e` that stands in `h3`.

Fix (accepted with no message):

```diff
@@ -17,5 +17,7 @@
     tendsto_exp_atBot.comp (h0.atBot_div_const hT)
   have h2 := (((h1.const_mul s).const_add 1).log (by simp)).const_mul (T / s)
-  simpa [tail] using h2
+  have h3 : Tendsto (fun e : ℝ => T / s * log (1 + s * exp ((μ - e) / T))) atTop (𝓝 0) := by
+    simpa using h2
+  exact h3
 
 end
```
